# For any repulsion, the band-bottom Kanamori coupling keeps a semicircular band below the Stoner criterion

Screening by repeated pair scattering depends on the energy of the pair. One way to obtain a single effective coupling for the Stoner criterion is to fix that energy. Here both particles sit at the bottom of the band, as in the limit of low density, and no intermediate state is blocked by other electrons. The number obtained there is then used for every position \(x\) of the Fermi level. This is an idealisation, and it becomes cruder as the band fills.

The band has half-width \(D>0\) and is centred at energy zero. The bare interaction is a contact repulsion \(U>0\) between opposite spins. With \(r(x)\) the density of states per site and per spin, the Stoner criterion for a ferromagnetic instability says that \(r(x)\) times the coupling is at least 1. The bare coupling meets it at the band centre once \(U\) is large enough. The screened coupling never does, for the semicircular density and the low-density ladder used here.

## The band, the pair propagator and the coupling

```lean
import Mathlib

open Real Filter Topology MeasureTheory

namespace KanamoriScreening

noncomputable section
```

These lines load Mathlib, the mathematical library of Lean, and allow short names such as `π` and `arcsin`.

```lean
/-- The semicircular density of states of half-width `D`; it vanishes outside the band. -/
def density (D x : ℝ) : ℝ := 2 * √(D ^ 2 - x ^ 2) / (π * D ^ 2)
```

A `def` introduces a function. This one is

\[
r(x)=\frac{2\sqrt{D^2-x^2}}{\pi D^2}.
\]

The half-disc under the root has area \(\pi D^2/2\), so the prefactor makes \(r\) a density with total weight one. Lean's real square root returns 0 for a negative argument, so `density D x` vanishes outside the band, as the physical density does.

```lean
/-- The pair propagator of two particles at the bottom of the band: the density of states weighted
with the inverse of the pair excitation energy `2 (x + D)` and integrated over the band. -/
def pairBubble (D : ℝ) : ℝ := ∫ x in (-D)..D, density D x / (2 * (x + D))
```

Two particles at the band bottom have total energy \(-2D\). Their total momentum is taken to be zero, and states of opposite momentum are taken to have equal energy. A contact interaction then scatters them into a pair of states with energy \(x\) each, which costs \(2x+2D\). Weighting the inverse cost with the density of states gives

\[
G=\int_{-D}^{D}\frac{r(x)}{2(x+D)}\,dx .
\]

The sign convention makes \(G\) positive; a propagator written with the denominator \(E-2x\) at \(E=-2D\) would be \(-G\).

```lean
/-- The Kanamori coupling: the contact repulsion `U` screened by repeated pair scattering. -/
def screenedCoupling (D U : ℝ) : ℝ := U / (1 + U * pairBubble D)
```

The Kanamori coupling is \(U_K=U/(1+UG)\), with \(G\) the integral itself and not a value inserted by hand.

## The integral equals \(1/D\)

```lean
/-- A primitive of the integrand of the pair propagator. -/
def pairPrimitive (D x : ℝ) : ℝ :=
  (√(D ^ 2 - x ^ 2) + D * arcsin (x / D)) / (π * D ^ 2)
```

This is the candidate antiderivative

\[
F(x)=\frac{\sqrt{D^2-x^2}+D\arcsin(x/D)}{\pi D^2}.
\]

```lean
/-- Inside the band, the derivative of the primitive is the integrand of the pair propagator. -/
theorem hasDerivAt_pairPrimitive {D x : ℝ} (hD : 0 < D) (hx : x ∈ Set.Ioo (-D) D) :
    HasDerivAt (pairPrimitive D) (density D x / (2 * (x + D))) x := by
  obtain ⟨hl, hr⟩ := hx
  have hxD : 0 < x + D := by linarith
  have hpos : 0 < D ^ 2 - x ^ 2 := by nlinarith
  have hs : 0 < √(D ^ 2 - x ^ 2) := Real.sqrt_pos.mpr hpos
  have hsq : √(D ^ 2 - x ^ 2) ^ 2 = D ^ 2 - x ^ 2 := Real.sq_sqrt hpos.le
  have h0 : HasDerivAt (fun y : ℝ => D ^ 2 - y ^ 2) (-(2 * x)) x :=
    ((hasDerivAt_pow 2 x).const_sub (D ^ 2)).congr_deriv (by norm_num)
  have h1 := h0.sqrt hpos.ne'
  have hne1 : x / D ≠ -1 := by
    intro h
    rw [div_eq_iff hD.ne'] at h
    linarith
  have hne2 : x / D ≠ 1 := by
    intro h
    rw [div_eq_iff hD.ne'] at h
    linarith
  have h2 : HasDerivAt (fun y : ℝ => arcsin (y / D))
      (1 / √(1 - (x / D) ^ 2) * (1 / D)) x := by
    have ha := Real.hasDerivAt_arcsin hne1 hne2
    have hd : HasDerivAt (fun y : ℝ => y / D) (1 / D) x := (hasDerivAt_id' x).div_const D
    have h := HasDerivAt.comp (h₂ := arcsin) (h := fun y : ℝ => y / D) x ha hd
    exact h
  have hroot : √(1 - (x / D) ^ 2) = √(D ^ 2 - x ^ 2) / D := by
    have e : 1 - (x / D) ^ 2 = (D ^ 2 - x ^ 2) / D ^ 2 := by field_simp
    rw [e, Real.sqrt_div hpos.le, Real.sqrt_sq hD.le]
  rw [hroot] at h2
  -- the two contributions combine to `√((D - x) / (D + x))`
  have alg : ∀ s : ℝ, 0 < s → s ^ 2 = D ^ 2 - x ^ 2 →
      (-(2 * x) / (2 * s) + D * (1 / (s / D) * (1 / D))) / (π * D ^ 2)
        = 2 * s / (π * D ^ 2) / (2 * (x + D)) := by
    intro s hs hsq
    have e1 : -(2 * x) / (2 * s) + D * (1 / (s / D) * (1 / D)) = (D - x) / s := by
      field_simp
      ring
    have e2 : (D - x) / s = s / (x + D) := by
      rw [div_eq_div_iff hs.ne' hxD.ne']
      linear_combination -hsq
    rw [e1, e2]
    field_simp
  exact ((h1.fun_add (h2.const_mul D)).div_const (π * D ^ 2)).congr_deriv (alg _ hs hsq)
```

In a `theorem`, the hypotheses stand in brackets before the colon that lies outside all brackets, the claim stands after that colon, and the proof follows `:= by`. Here `hD` is the assumption \(D>0\), and `hx` says that \(x\) lies in the open interval \((-D,D)\). The claim is \(F'(x)=r(x)/(2(x+D))\).

Write \(s=\sqrt{D^2-x^2}\), which is positive inside the band. The two terms of the numerator have the derivatives

\[
\frac{d}{dx}\sqrt{D^2-x^2}=-\frac{x}{s},\qquad
\frac{d}{dx}\,D\arcsin\frac{x}{D}=D\cdot\frac{1}{\sqrt{1-x^2/D^2}}\cdot\frac1D=\frac{D}{s}.
\]

Their sum is \((D-x)/s\). Since \(s^2=(D-x)(D+x)\), this equals \(s/(x+D)\). Dividing by \(\pi D^2\) gives

\[
F'(x)=\frac{s}{\pi D^2(x+D)}=\frac{r(x)}{2(x+D)} .
\]

In the proof, `h1` is the derivative of the root and `h2` that of the arcsine, for which `hne1` and `hne2` exclude the edges \(x/D=\pm1\). The step `alg` is the algebra above: `e1` forms \((D-x)/s\), and `e2` turns it into \(s/(x+D)\). The tactic `field_simp` clears denominators, and `ring` checks polynomial identities.

```lean
/-- The pair propagator at the bottom of a semicircular band is the inverse half-width. -/
theorem pairBubble_eq {D : ℝ} (hD : 0 < D) : pairBubble D = 1 / D := by
  have hle : -D ≤ D := by linarith
  have hcont : Continuous (pairPrimitive D) :=
    ((continuous_const.sub (continuous_pow 2)).sqrt.add
      (continuous_const.mul
        (Real.continuous_arcsin.comp (continuous_id.div_const D)))).div_const _
  have hderiv := fun x (hx : x ∈ Set.Ioo (-D) D) => hasDerivAt_pairPrimitive hD hx
  -- a nonnegative derivative of a continuous function is integrable up to the band edge
  have hint : IntervalIntegrable (fun x => density D x / (2 * (x + D))) volume (-D) D := by
    rw [intervalIntegrable_iff_integrableOn_Ioc_of_le hle]
    refine intervalIntegral.integrableOn_deriv_of_nonneg hcont.continuousOn hderiv ?_
    intro x hx
    have hxD : 0 < x + D := by linarith [hx.1]
    unfold density
    positivity
  unfold pairBubble
  rw [intervalIntegral.integral_eq_sub_of_hasDerivAt_of_le hle hcont.continuousOn hderiv hint]
  unfold pairPrimitive
  have e1 : D ^ 2 - (-D) ^ 2 = 0 := by ring
  have e2 : -D / D = -1 := by rw [neg_div, div_self hD.ne']
  rw [e1, e2, sub_self, div_self hD.ne', Real.sqrt_zero, Real.arcsin_one,
    Real.arcsin_neg_one]
  field_simp
  ring
```

The integrand diverges at the lower edge, where it behaves like a constant times \((x+D)^{-1/2}\). That singularity is integrable, and the value follows from the end points of \(F\):

\[
G=F(D)-F(-D)=\frac{D\cdot\frac{\pi}{2}-D\cdot\left(-\frac{\pi}{2}\right)}{\pi D^2}=\frac1D .
\]

Lean obtains integrability without estimating the singularity. The function \(F\) is continuous on the closed interval (`hcont`), and its derivative inside is nonnegative. The integral of \(F'\) between any two interior points is then bounded by the total rise of \(F\), which is finite. This is the content of `integrableOn_deriv_of_nonneg`. The fundamental theorem of calculus then needs the derivative only in the open interval, and the remaining lines evaluate \(F\) at the two edges.

```lean
/-- For a semicircular band the Kanamori coupling is `U / (1 + U / D)`. -/
theorem screenedCoupling_eq {D : ℝ} (hD : 0 < D) (U : ℝ) :
    screenedCoupling D U = U / (1 + U / D) := by
  rw [screenedCoupling, pairBubble_eq hD, mul_one_div]
```

Inserting \(G=1/D\) gives \(U_K=U/(1+U/D)\). The `rw` tactic rewrites the goal with the equations listed.

## The ladder behind the coupling

```lean
/-- For a repulsive interaction, the Kanamori coupling is the unique solution of the
ladder equation `T = U - U G T`, with `G` the pair propagator. -/
theorem ladder_equation_iff {D U : ℝ} (hD : 0 < D) (hU : 0 < U) (T : ℝ) :
    T = U - U * pairBubble D * T ↔ T = screenedCoupling D U := by
  have hG : 0 < pairBubble D := by
    rw [pairBubble_eq hD]
    positivity
  have hden : 1 + U * pairBubble D ≠ 0 := by positivity
  rw [screenedCoupling, eq_div_iff hden]
  constructor <;> intro h <;> linear_combination h
```

Repeated scattering of the pair obeys \(T=U-UGT\): either the particles interact once, or they interact, propagate and scatter again. For a contact interaction \(T\) is a number. Collecting terms gives \(T(1+UG)=U\), and since \(1+UG>0\) for \(U>0\), the only solution is \(T=U_K\). The symbol `↔` means "if and only if", so the theorem states both that \(U_K\) solves the equation and that nothing else does. The proof checks that the denominator is nonzero, multiplies by it, and rearranges in both directions with `linear_combination`.

```lean
/-- For an interaction weaker than the half-width, the ladder series of repeated pair
scattering sums to the Kanamori coupling. -/
theorem ladder_hasSum {D U : ℝ} (hD : 0 < D) (hU : |U| < D) :
    HasSum (fun n : ℕ => U * (-(U * pairBubble D)) ^ n) (screenedCoupling D U) := by
  have hr : |-(U * pairBubble D)| < 1 := by
    rw [pairBubble_eq hD, mul_one_div, abs_neg, abs_div, abs_of_pos hD, div_lt_one hD]
    exact hU
  have e : screenedCoupling D U = U * (1 - -(U * pairBubble D))⁻¹ := by
    rw [screenedCoupling, sub_neg_eq_add, div_eq_mul_inv]
  rw [e]
  exact (hasSum_geometric_of_abs_lt_one hr).mul_left U
```

Iterating the equation produces the ladder series

\[
U-U^2G+U^3G^2-\dots=\sum_{n=0}^{\infty}U(-UG)^n=\frac{U}{1+UG}.
\]

`HasSum` says that the series converges to the stated value. It is geometric with ratio \(-UG=-U/D\), so the assumption \(|U|<D\) is what makes it converge. At \(U=D\) the terms are \(D,-D,D,\dots\) and there is no sum, although the ladder equation still has the solution \(D/2\). For stronger repulsion the coupling is therefore to be read as the solution of the equation.

## Below \(2/\pi\) at every energy

```lean
/-- The semicircular density of states is nowhere larger than `2 / (π D)`. -/
theorem density_le {D : ℝ} (hD : 0 < D) (x : ℝ) : density D x ≤ 2 / (π * D) := by
  have hs : √(D ^ 2 - x ^ 2) ≤ D :=
    Real.sqrt_le_iff.mpr ⟨hD.le, by nlinarith [sq_nonneg x]⟩
  calc density D x ≤ 2 * D / (π * D ^ 2) := by
        unfold density
        gcongr
    _ = 2 / (π * D) := by field_simp
```

Because \(D^2-x^2\le D^2\), the root is at most \(D\), and

\[
r(x)\le\frac{2D}{\pi D^2}=\frac{2}{\pi D}.
\]

The `calc` block is a chain of relations, each with its own justification. The tactic `gcongr` carries the bound on the root through the multiplication and the division by positive quantities.

```lean
/-- For every repulsion `U` and every energy `x`, the product of the density of states and the
Kanamori coupling is below `2 / π`, and the Stoner criterion `1 ≤ product` fails. -/
theorem no_stoner_instability {D U : ℝ} (hD : 0 < D) (hU : 0 < U) (x : ℝ) :
    density D x * screenedCoupling D U < 2 / π ∧
      ¬ 1 ≤ density D x * screenedCoupling D U := by
  have hT : 0 < screenedCoupling D U := by
    rw [screenedCoupling_eq hD]
    positivity
  -- screening caps the coupling at the half-width
  have hTD : screenedCoupling D U < D := by
    rw [screenedCoupling_eq hD, div_lt_iff₀ (by positivity)]
    have e : D * (1 + U / D) = D + U := by field_simp
    linarith
  have hmain : density D x * screenedCoupling D U < 2 / π := by
    calc density D x * screenedCoupling D U
        ≤ 2 / (π * D) * screenedCoupling D U :=
          mul_le_mul_of_nonneg_right (density_le hD x) hT.le
      _ < 2 / (π * D) * D := mul_lt_mul_of_pos_left hTD (by positivity)
      _ = 2 / π := by field_simp
  have hpi : 2 / π < 1 := by
    rw [div_lt_one Real.pi_pos]
    linarith [Real.pi_gt_three]
  exact ⟨hmain, not_le_of_gt (hmain.trans hpi)⟩
```

This is the main result. The symbol `∧` means "and", and `¬` means "not": the product is below \(2/\pi\), and the Stoner criterion fails. The energy `x` is any real number, which includes the whole band.

The coupling is positive, and it is smaller than the half-width:

\[
\frac{U}{1+U/D}<D
\quad\Longleftrightarrow\quad
U<D\left(1+\frac UD\right)=D+U ,
\]

which holds because \(D>0\). Together with the bound on the density,

\[
r(x)\,U_K\le\frac{2}{\pi D}\,U_K<\frac{2}{\pi D}\,D=\frac2\pi<1 ,
\]

where the last step uses \(\pi>3\). In the code, `hT` is the positivity of the coupling, `hTD` the bound by \(D\), `hmain` the displayed chain and `hpi` the comparison with 1.

The assumption \(U>0\) matters. For \(U=-2D\) the formula gives

\[
U_K=\frac{-2D}{1-2}=2D ,
\]

and at the band centre the product is \(4/\pi>1\). This attraction lies beyond \(U=-D\), where the denominator \(1+UG\) vanishes, so the positive value does not describe a screened repulsion.

The theorem concerns the criterion with this particular coupling. It does not decide whether the Hubbard model has a ferromagnetic ground state, and it covers no other shape of the band.

## The bare criterion and the limit of strong repulsion

```lean
/-- At the band centre the density of states equals `2 / (π D)`. -/
theorem density_center {D : ℝ} (hD : 0 < D) : density D 0 = 2 / (π * D) := by
  have e : D ^ 2 - (0 : ℝ) ^ 2 = D ^ 2 := by ring
  rw [density, e, Real.sqrt_sq hD.le]
  field_simp
```

At \(x=0\) the root equals \(D\), so the density there is \(r(0)=2/(\pi D)\) and the bound on it is attained.

```lean
/-- With the unscreened interaction, the Stoner criterion at the band centre is met exactly
when `U` is at least `π D / 2`. -/
theorem bare_stoner_iff {D : ℝ} (hD : 0 < D) (U : ℝ) :
    1 ≤ density D 0 * U ↔ π * D / 2 ≤ U := by
  rw [density_center hD, div_mul_eq_mul_div, le_div_iff₀ (by positivity)]
  constructor <;> intro h <;> linarith
```

With the bare interaction the criterion at the centre reads \(2U/(\pi D)\ge1\), which is the same as \(U\ge\pi D/2\). A Fermi level at the band centre means half filling, so within this semicircular model mean-field theory predicts a ferromagnetic instability there once \(U\) reaches about \(1.57\,D\). With the screened coupling the criterion is no longer met, but half filling is outside the low-density range in which the ladder is justified.

```lean
/-- At the band centre the screened Stoner product tends to `2 / π` as the repulsion grows
without limit. -/
theorem screened_product_tendsto {D : ℝ} (hD : 0 < D) :
    Tendsto (fun U => density D 0 * screenedCoupling D U) atTop (𝓝 (2 / π)) := by
  have h1 : Tendsto (fun U : ℝ => (U + D)⁻¹) atTop (𝓝 0) :=
    tendsto_inv_atTop_zero.comp (tendsto_atTop_add_const_right atTop D tendsto_id)
  have h2 : Tendsto (fun U : ℝ => 2 / π - 2 / π * D * (U + D)⁻¹) atTop (𝓝 (2 / π)) := by
    have h := (h1.const_mul (2 / π * D)).const_sub (2 / π)
    rwa [mul_zero, sub_zero] at h
  refine h2.congr' ?_
  filter_upwards [eventually_gt_atTop (0 : ℝ)] with U hU
  have hUD : U + D ≠ 0 := by positivity
  have e : U / (1 + U / D) = U * D / (U + D) := by
    rw [div_eq_div_iff (by positivity) hUD]
    field_simp
    ring
  rw [density_center hD, screenedCoupling_eq hD, e]
  field_simp
  ring

end

end KanamoriScreening
```

`Tendsto … atTop (𝓝 (2 / π))` is Lean's way of writing a limit: as \(U\to\infty\), the product at the centre approaches \(2/\pi\). By hand, \(U/(1+U/D)=UD/(U+D)\), and so

\[
r(0)\,U_K=\frac2\pi\,\frac{U}{U+D}=\frac2\pi-\frac2\pi\,\frac{D}{U+D}\;\longrightarrow\;\frac2\pi .
\]

The proof first shows that \((U+D)^{-1}\) tends to zero (`h1`), then derives the limit of the right-hand expression (`h2`). The line with `filter_upwards` restricts attention to \(U>0\), which is enough for a limit at infinity, and there the two expressions agree.

In this limit the two particles avoid each other completely, and the coupling saturates at \(D\), the energy scale of their motion. No constant smaller than \(2/\pi\) would bound the product for all \(U\), while the strict inequality of the main theorem shows that \(2/\pi\) itself is not reached at any finite repulsion.

```lean
#print axioms KanamoriScreening.ladder_hasSum
#print axioms KanamoriScreening.no_stoner_instability
#print axioms KanamoriScreening.bare_stoner_iff
#print axioms KanamoriScreening.screened_product_tendsto
```

```
'KanamoriScreening.ladder_hasSum' depends on axioms: [propext, Classical.choice, Quot.sound]
'KanamoriScreening.no_stoner_instability' depends on axioms: [propext, Classical.choice, Quot.sound]
'KanamoriScreening.bare_stoner_iff' depends on axioms: [propext, Classical.choice, Quot.sound]
'KanamoriScreening.screened_product_tendsto' depends on axioms: [propext, Classical.choice, Quot.sound]
```
